# In an orthonormal basis, the real-time propagator of a finite-dimensional Hermitian Hamiltonian has no matrix element of modulus above one

The lemma `propagator_entry_le` takes a finite complex Hermitian matrix `H` and a complex number `c` with `star c = -c`, that is, a purely imaginary one, and states that every entry of exp(cH) has modulus at most 1. With `H` as a time-independent Hamiltonian in an orthonormal basis and c = −it/ħ for real time t, these entries are the transition amplitudes between basis states. The attempt reduces the bound to the unitarity of exp(cH) by `entry_norm_bound_of_unitary`. It then rewrites the conjugate transpose of the exponential as exp(−cH), and means to merge the product exp(cH) exp(−cH) into exp(0) = 1.

In Lean, a first try:

```lean
import Mathlib

open Matrix Filter Topology NormedSpace
open scoped Matrix.Norms.Operator

noncomputable section

namespace FluxSideCorrelation

variable {n : Type*} [Fintype n] [DecidableEq n]

lemma propagator_entry_le {H : Matrix n n ℂ} (hH : H.IsHermitian) (c : ℂ)
    (hc : star c = -c) (i j : n) : ‖NormedSpace.exp (c • H) i j‖ ≤ 1 := by
  apply entry_norm_bound_of_unitary
  rw [mem_unitaryGroup_iff, star_eq_conjTranspose, ← Matrix.exp_conjTranspose,
    conjTranspose_smul, hH.eq, hc, neg_smul,
    ← Matrix.exp_add_of_commute _ _ (Commute.refl _).neg_right, add_neg_cancel,
    NormedSpace.exp_zero]

end FluxSideCorrelation
```

The error:

```
Main.lean:17:36: error(lean.synthInstanceFailed): failed to synthesize instance of type class
  HasDistribNeg (Matrix ?m.83 ?m.83 ?m.84)

Hint: Type class instance resolution failures can be inspected with the `set_option trace.Meta.synthInstance true` command.
Main.lean:13:72: error: unsolved goals
n : Type u_1
inst✝¹ : Fintype n
inst✝ : DecidableEq n
H : Matrix n n ℂ
hH : H.IsHermitian
c : ℂ
hc : star c = -c
i j : n
⊢ exp (c • H) * exp (-(c • H)) = 1
```

The first message concerns the proof that the two exponents commute, `(Commute.refl _).neg_right`. The lemma `neg_right` needs a `HasDistribNeg` instance, which says how negation behaves under multiplication. Lean looks for it while the matrices are still placeholders, so both the index type and the entry type are unknown, as `Matrix ?m.83 ?m.83 ?m.84` shows, and the search fails. The term is elaborated before the rewrite is matched against the goal, so the goal can't supply the missing types.

The second message is a consequence of the first. The rewriting stopped at this step, leaving `exp (c • H) * exp (-(c • H)) = 1` unproved; the earlier rewrites had worked.

The repair writes out the exponents `c • H` and `-(c • H)`, and gives `c • H` to `Commute.refl` as well. The types are then known to be `n` and `ℂ`, the instance is found, and the remaining rewrites close the goal. Moving `add_neg_cancel` to its own line is mere tidying.

After these edits no error is left:

```diff
@@ -15,5 +15,6 @@
   rw [mem_unitaryGroup_iff, star_eq_conjTranspose, ← Matrix.exp_conjTranspose,
     conjTranspose_smul, hH.eq, hc, neg_smul,
-    ← Matrix.exp_add_of_commute _ _ (Commute.refl _).neg_right, add_neg_cancel,
+    ← Matrix.exp_add_of_commute (c • H) (-(c • H)) (Commute.refl (c • H)).neg_right,
+    add_neg_cancel,
     NormedSpace.exp_zero]
 
```
